# The renormalization-group equation fixes the leading mass logarithms of the muon anomaly as $c\,b_1^n L^n$ at $n+1$ loops

Let $a_n$ be the coefficient of $(\alpha/\pi)^n$ in the muon's anomalous magnetic moment, which comes from $n$ loops. At two loops it contains the logarithm $\tfrac13\ln(m_\mu/m_e)$, and $\tfrac13=\tfrac12\cdot\tfrac23$ is the one-loop value $c=a_1$ times the one-loop coefficient $b_1$ of the beta function. At three loops the squared logarithm has coefficient $\tfrac29=\tfrac12\cdot(\tfrac23)^2$. The pattern looks like a plain geometric series, but the renormalization-group equation I get it from reads $a_3'=2b_1a_2+b_2a_1$ at this order, with a factor 2 in front and a two-loop coefficient $b_2$. At higher orders there are factors 3, 4 and so on. Why do these factors not pile up into a factorial, and where does $b_2$ go?

## Integration removes the factor that the coupling derivative brings in

Start with two loops. The equation there is $a_2'=b_1a_1$, where the prime is the derivative with respect to $L=\ln(m_\mu/m_e)$ and $a_1=c$ is a constant. Hence $a_2=a_2(0)+b_1c\,L$. Put this into your three-loop equation:

$$a_3'=2b_1^2c\,L+2b_1a_2(0)+b_2c,\qquad a_3=b_1^2c\,L^2+\bigl(2b_1a_2(0)+b_2c\bigr)L+a_3(0).$$

The 2 is cancelled by the $\tfrac12$ from integrating $L$, and $b_2$ enters one power of $L$ lower. Both things happen at every order.

**The equation.** Let $x=\alpha/\pi$, where $\alpha$ is the fine-structure constant measured at long distance, and write the anomaly as $a=\sum_n a_n(L)\,x^n$, dropping terms that vanish as $m_e/m_\mu\to0$. Electron vacuum polarization makes the coupling felt at the muon mass larger than the one measured at long distance. If $L$ enters only through this running, then

$$\frac{\partial a}{\partial L}=\beta(x)\,x\,\frac{\partial a}{\partial x},\qquad \beta(x)=\sum_k b_kx^k,\quad b_0=0.$$

Here $\beta$ is the logarithmic rate of change of the coupling; many textbooks use the name for $x\beta(x)$. The condition $b_0=0$ says that the coupling does not run without a fermion loop.

**Powers of $x$.** The coefficient of $x^n$ on the right is $\sum_{k=0}^n b_k(n-k)a_{n-k}$. The term $k=0$ vanishes because $b_0=0$, and the term $k=n$ because of its factor $n-k$. So

$$a_n'=\sum_{k=1}^{n-1}b_k\,(n-k)\,a_{n-k}.$$

**Powers of $L$.** Let $a_{n,j}$ be the coefficient of $L^j$ in $a_n$. Then

$$(j+1)\,a_{n,j+1}=\sum_{k=1}^{n-1}b_k\,(n-k)\,a_{n-k,j}.$$

**Degree.** For $n\ge1$, $a_{n,j}=0$ whenever $j\ge n$. Suppose this holds at all lower orders, and write $j=i+1$. Each term on the right contains $a_{n-k,i}$ with $i\ge n-1\ge n-k\ge1$, so it vanishes. For $n=1$ the sum is empty. Thus $a_{n+1}$ has degree at most $n$.

**Top coefficient.** At order $n+2$, take the power $L^{n+1}$. Terms with $k\ge2$ contain the coefficient of $L^n$ at order $n$ or lower, which is zero. Only $k=1$ is left:

$$(n+1)\,a_{n+2,n+1}=b_1\,(n+1)\,a_{n+1,n}.$$

The factors $n+1$ cancel. Starting from $a_{1,0}=c$, this gives $a_{n+1,n}=c\,b_1^n$. For $|b_1xL|<1$ the leading logarithms form a geometric series,

$$\sum_{n\ge0}c\,b_1^nL^nx^{n+1}=\frac{c\,x}{1-b_1xL},$$

which is the one-loop anomaly evaluated with the one-loop running coupling.

**Next-to-leading logarithms.** At order $n+3$ and power $L^{n+1}$, the terms $k=1$ and $k=2$ survive:

$$(n+1)\,a_{n+3,n+1}=b_1(n+2)\,a_{n+2,n}+b_2(n+1)\,c\,b_1^n.$$

Set $a_{n+2,n}=(n+1)u_n$ and divide by $(n+1)(n+2)$. This leaves $u_{n+1}=b_1u_n+c\,b_2b_1^n/(n+2)$ with $u_0=a_2(0)$. Iterating,

$$a_{n+3,n+1}=(n+2)\Bigl(b_1^{n+1}a_2(0)+c\,b_2b_1^n\sum_{i=0}^{n}\frac1{i+2}\Bigr).$$

So $b_2$ does matter, one logarithm below the top, and there it brings a harmonic sum.

## Three loops in numbers

Take $c=\tfrac12$, $b_1=\tfrac23$, $b_2=\tfrac12$, and for illustration the round values $a_2(0)=-1$ and $L=5$. The single logarithm at three loops has coefficient $\tfrac43\cdot(-1)+\tfrac14=-\tfrac{13}{12}$. The logarithmic part of $a_3$ is then

$$\tfrac29\cdot25-\tfrac{13}{12}\cdot5=\tfrac{200}{36}-\tfrac{195}{36}=\tfrac5{36}\approx0.14.$$

The leading term alone would give $5.56$. With these values, and with light-by-light scattering left out, the two logarithms nearly cancel, so the leading term can be exactly right and still be a poor estimate of the logarithmic part.

## The same statements in Lean

In the Lean 4 code below, `b k` is the real number $b_k$ and `a n` is the polynomial $a_n$. Its variable `X` stands for $L$, and `C` turns a number into a constant polynomial. The coefficients are real because the actual ones contain numbers such as $\pi^2$ and $\zeta(3)$.

`RGEquation b a` is the differential equation as an identity of formal power series in $x$: `derivative` acts on $L$, and the factor `(n : ℝ)` in the last series comes from $x\,\partial/\partial x$. No convergence in $x$ is assumed. The hypothesis `a 1 = C c` only names a constant, since the equation at order one already gives $a_1'=0$.

- `rgEquation_iff` says that, for $b_0=0$, the equation and the recursion for $a_n'$ are equivalent.
- `leading_logarithm` gives the degree bound and the coefficient $c\,b_1^n$ at order $n+1$. If $c$ or $b_1$ is zero, the degree can be smaller than $n$.
- `leading_log_sum` is ordinary convergence at real $x$ and $L$, for the leading logarithms only.
- `next_to_leading` is the formula with the harmonic sum, where `(a 2).coeff 0` is $a_2(0)$.
- `muon_logarithms` inserts the numbers and gives $\tfrac13$, $\tfrac29$ and $\tfrac4{27}$ at two, three and four loops, and $\tfrac43a_2(0)+\tfrac14$ for the single logarithm at three loops.
- `rgEquation_witness` gives an explicit solution for every $c$ and every one-loop beta function. It has $b_2=0$, so it is not an example for the muon theorem, which asks for $b_2=\tfrac12$.

The three muon numbers are inputs. The value $c=\tfrac12$ is the one-loop vertex correction, $b_1=\tfrac23$ is the vacuum polarization from a single electron loop, and $b_2=\tfrac12$ is that loop with one internal photon. The constant $a_2(0)$ stays free and has to come from a two-loop calculation.

The step from this model to QED is the claim that the physical anomaly obeys `RGEquation`. That is the standard renormalization-group result for the part in which electron loops enter through vacuum polarization, up to terms that vanish with $m_e/m_\mu$. Light-by-light scattering through an electron loop adds a single logarithm of its own at three loops, which has to be added separately. Within that part of the anomaly, the formulas let one check the logarithms of a multi-loop calculation against results of lower order.

```lean
import Mathlib

open Polynomial

namespace MuonMassLogarithms

/-- The renormalization-group equation `∂a/∂L = β(x) x ∂a/∂x` for the series
`a = ∑ aₙ(L) xⁿ` with `β(x) = ∑ bₖ xᵏ`, read as an identity of formal power series in
`x = α/π`; here `L = ln(m_μ/m_e)`. -/
def RGEquation (b : ℕ → ℝ) (a : ℕ → ℝ[X]) : Prop :=
  PowerSeries.mk (fun n => derivative (a n)) =
    PowerSeries.mk (fun n => C (b n)) * PowerSeries.mk (fun n => (n : ℝ) • a n)

/-- The beta function with the one-loop term only, `β(x) = β₁ x`. -/
noncomputable def oneLoopBeta (β₁ : ℝ) (k : ℕ) : ℝ := if k = 1 then β₁ else 0

/-- The series whose term of order `n + 1` is the single power `c β₁ⁿ Lⁿ`. -/
noncomputable def leadingLog (c β₁ : ℝ) : ℕ → ℝ[X]
  | 0 => 0
  | n + 1 => C (c * β₁ ^ n) * X ^ n

variable {b : ℕ → ℝ} {a : ℕ → ℝ[X]} {c : ℝ}

/-- If the beta function has no constant term, the renormalization-group equation is
equivalent to the recursion `aₙ' = ∑ bₖ (n-k) aₙ₋ₖ`, summed over `1 ≤ k < n`. -/
theorem rgEquation_iff (hb : b 0 = 0) :
    RGEquation b a ↔ ∀ n, derivative (a n) =
      ∑ k ∈ Finset.Ico 1 n, C (b k) * (((n - k : ℕ) : ℝ) • a (n - k)) := by
  unfold RGEquation
  rw [PowerSeries.ext_iff]
  refine forall_congr' fun n => ?_
  rw [PowerSeries.coeff_mk, PowerSeries.coeff_mul]
  simp only [PowerSeries.coeff_mk]
  rw [Finset.Nat.sum_antidiagonal_eq_sum_range_succ
    (fun i j => C (b i) * ((j : ℝ) • a j)) n]
  -- the end terms k = 0 and k = n of the Cauchy product vanish
  have key : ∑ k ∈ Finset.Ico 1 n, C (b k) * (((n - k : ℕ) : ℝ) • a (n - k)) =
      ∑ k ∈ Finset.range n.succ, C (b k) * (((n - k : ℕ) : ℝ) • a (n - k)) := by
    apply Finset.sum_subset
    · intro k hk
      rw [Finset.mem_Ico] at hk
      rw [Finset.mem_range]
      omega
    · intro k hk hk'
      rw [Finset.mem_range] at hk
      rw [Finset.mem_Ico] at hk'
      have hcases : k = 0 ∨ k = n := by omega
      rcases hcases with h0 | h0
      · simp [h0, hb]
      · simp [h0]
  rw [key]

/-- For a solution of the renormalization-group equation whose beta function has no constant term,
the coefficient of `Lʲ⁺¹` at order `n` is fixed by the beta function and the coefficients of `Lʲ` at
lower orders. -/
theorem log_coeff (hb : b 0 = 0) (h : RGEquation b a) (n j : ℕ) :
    (a n).coeff (j + 1) * ((j : ℝ) + 1) =
      ∑ k ∈ Finset.Ico 1 n, b k * (((n - k : ℕ) : ℝ) * (a (n - k)).coeff j) := by
  have h1 := congrArg (fun p => p.coeff j) ((rgEquation_iff hb).1 h n)
  simp only [coeff_derivative, Polynomial.finsetSum_coeff, coeff_C_mul, coeff_smul, smul_eq_mul] at h1
  exact h1

/-- In a solution of the renormalization-group equation whose beta function has no constant term,
order `n ≥ 1` contains no power `Lʲ` with `j ≥ n`. -/
theorem coeff_eq_zero (hb : b 0 = 0) (h : RGEquation b a) (n : ℕ) :
    ∀ j, 1 ≤ n → n ≤ j → (a n).coeff j = 0 := by
  induction n using Nat.strong_induction_on with
  | _ n ih =>
    intro j hn hj
    obtain ⟨i, rfl⟩ : ∃ i, j = i + 1 := ⟨j - 1, by omega⟩
    have h1 := log_coeff hb h n i
    rw [Finset.sum_eq_zero (fun k hk => by
      rw [Finset.mem_Ico] at hk
      rw [ih (n - k) (by omega) i (by omega) (by omega), mul_zero, mul_zero])] at h1
    have hi : (i : ℝ) + 1 ≠ 0 := by positivity
    exact (mul_eq_zero.1 h1).resolve_right hi

/-- Leading mass logarithms: if the series solves the renormalization-group equation, the beta
function has no constant term and the one-loop anomaly is the constant `c`, then order `n + 1` has
degree at most `n` in `L`, and the coefficient of `Lⁿ` is `c b₁ⁿ`. -/
theorem leading_logarithm (hb : b 0 = 0) (h : RGEquation b a) (ha : a 1 = C c) (n : ℕ) :
    (a (n + 1)).natDegree ≤ n ∧ (a (n + 1)).coeff n = c * b 1 ^ n := by
  refine ⟨natDegree_le_iff_coeff_eq_zero.2 fun j hj =>
    coeff_eq_zero hb h (n + 1) j (by omega) (by omega), ?_⟩
  induction n with
  | zero => simp [ha]
  | succ n ih =>
    have h1 := log_coeff hb h (n + 1 + 1) n
    -- only k = 1 reaches the highest power
    have hrest : ∑ k ∈ Finset.Ico (1 + 1) (n + 1 + 1),
        b k * (((n + 1 + 1 - k : ℕ) : ℝ) * (a (n + 1 + 1 - k)).coeff n) = 0 :=
      Finset.sum_eq_zero fun k hk => by
        rw [Finset.mem_Ico] at hk
        rw [coeff_eq_zero hb h _ n (by omega) (by omega), mul_zero, mul_zero]
    rw [Finset.sum_eq_sum_Ico_succ_bot (by omega : 1 < n + 1 + 1), hrest,
      show n + 1 + 1 - 1 = n + 1 from rfl, ih] at h1
    push_cast at h1
    have hn : (n : ℝ) + 1 ≠ 0 := by positivity
    apply mul_right_cancel₀ hn
    linear_combination h1

/-- For `|b₁ x L| < 1` and a solution of the renormalization-group equation with one-loop anomaly
`c` and a beta function without constant term, the leading logarithms of all orders sum to
`c x / (1 - b₁ x L)`. -/
theorem leading_log_sum (hb : b 0 = 0) (h : RGEquation b a) (ha : a 1 = C c)
    (x L : ℝ) (hx : |b 1 * x * L| < 1) :
    HasSum (fun n => (a (n + 1)).coeff n * L ^ n * x ^ (n + 1))
      (c * x / (1 - b 1 * x * L)) := by
  have hs := (hasSum_geometric_of_abs_lt_one hx).mul_left (c * x)
  rw [← div_eq_mul_inv] at hs
  refine hs.congr_fun ?_ 
  intro n
  rw [(leading_logarithm hb h ha n).2]
  ring

/-- Next-to-leading logarithms: for a solution of the renormalization-group equation with a beta
function without constant term and one-loop anomaly `c`, the coefficient of `Lⁿ⁺¹` at order `n + 3`
is fixed by `b₁`, `b₂`, `c` and the constant term of the two-loop anomaly. -/
theorem next_to_leading (hb : b 0 = 0) (h : RGEquation b a) (ha : a 1 = C c) (n : ℕ) :
    (a (n + 3)).coeff (n + 1) = ((n : ℝ) + 2) * (b 1 ^ (n + 1) * (a 2).coeff 0 +
      c * b 2 * b 1 ^ n * ∑ i ∈ Finset.range (n + 1), 1 / ((i : ℝ) + 2)) := by
  -- only k = 1 and k = 2 contribute to this power
  have step : ∀ n : ℕ, (a (n + 3)).coeff (n + 1) * ((n : ℝ) + 1) =
      b 1 * (((n : ℝ) + 2) * (a (n + 2)).coeff n) +
        b 2 * (((n : ℝ) + 1) * (c * b 1 ^ n)) := by
    intro n
    have h1 := log_coeff hb h (n + 3) n
    have hrest : ∑ k ∈ Finset.Ico (2 + 1) (n + 3),
        b k * (((n + 3 - k : ℕ) : ℝ) * (a (n + 3 - k)).coeff n) = 0 :=
      Finset.sum_eq_zero fun k hk => by
        rw [Finset.mem_Ico] at hk
        rw [coeff_eq_zero hb h _ n (by omega) (by omega), mul_zero, mul_zero]
    rw [Finset.sum_eq_sum_Ico_succ_bot (by omega : 1 < n + 3),
      show (1 + 1 : ℕ) = 2 from rfl,
      Finset.sum_eq_sum_Ico_succ_bot (by omega : 2 < n + 3), hrest,
      show n + 3 - 1 = n + 2 from rfl, show n + 3 - 2 = n + 1 from rfl,
      (leading_logarithm hb h ha n).2] at h1
    push_cast at h1
    linear_combination h1
  induction n with
  | zero =>
    have s := step 0
    simp only [zero_add, Finset.sum_range_one, Nat.cast_zero] at s ⊢
    linear_combination s
  | succ n ih =>
    have s := step (n + 1)
    have e : (a (n + 1 + 2)).coeff (n + 1) = _ := ih
    rw [e] at s
    rw [Finset.sum_range_succ]
    push_cast at s ⊢
    have h3 : ((n : ℝ) + 1 + 2) * (1 / ((n : ℝ) + 1 + 2)) = 1 :=
      mul_one_div_cancel (by positivity)
    have hn : (n : ℝ) + 1 + 1 ≠ 0 := by positivity
    apply mul_right_cancel₀ hn
    linear_combination s - c * b 2 * b 1 ^ (n + 1) * ((n : ℝ) + 2) * h3

/-- For a solution of the renormalization-group equation with the muon's one-loop anomaly `1/2` and
`β(x) = (2/3) x + (1/2) x² + …`, the leading logarithms at two, three and four loops have
coefficients `1/3`, `2/9` and `4/27`, and the single logarithm at three loops has coefficient
`(4/3) a₂(0) + 1/4`. Light-by-light scattering is not included. -/
theorem muon_logarithms (hb : b 0 = 0) (h : RGEquation b a) (ha : a 1 = C (1 / 2))
    (h1 : b 1 = 2 / 3) (h2 : b 2 = 1 / 2) :
    (a 2).coeff 1 = 1 / 3 ∧ (a 3).coeff 2 = 2 / 9 ∧ (a 4).coeff 3 = 4 / 27 ∧
      (a 3).coeff 1 = 4 / 3 * (a 2).coeff 0 + 1 / 4 := by
  refine ⟨(leading_logarithm hb h ha 1).2.trans ?_, (leading_logarithm hb h ha 2).2.trans ?_,
    (leading_logarithm hb h ha 3).2.trans ?_, (next_to_leading hb h ha 0).trans ?_⟩
  · rw [h1]; norm_num
  · rw [h1]; norm_num
  · rw [h1]; norm_num
  · simp only [zero_add, Finset.sum_range_one, Nat.cast_zero, h1, h2]
    ring

/-- The pure leading-logarithm series solves the renormalization-group equation with the
one-loop beta function, and its one-loop term is the constant `c`. -/
theorem rgEquation_witness (c β₁ : ℝ) :
    oneLoopBeta β₁ 0 = 0 ∧ RGEquation (oneLoopBeta β₁) (leadingLog c β₁) ∧
      leadingLog c β₁ 1 = C c := by
  have h0 : oneLoopBeta β₁ 0 = 0 := by simp [oneLoopBeta]
  have h1 : oneLoopBeta β₁ 1 = β₁ := by simp [oneLoopBeta]
  refine ⟨h0, (rgEquation_iff h0).2 fun n => ?_, ?_⟩
  · rcases n with _ | _ | p
    · simp [leadingLog]
    · change derivative (C (c * β₁ ^ 0) * X ^ 0) = _
      simp
    · rw [Finset.sum_eq_single 1 (fun k _ hk => by simp [oneLoopBeta, hk])
        (fun hk => absurd (Finset.mem_Ico.2 ⟨le_rfl, by omega⟩) hk), h1]
      change derivative (C (c * β₁ ^ (p + 1)) * X ^ (p + 1)) =
        C β₁ * (((p + 1 : ℕ) : ℝ) • (C (c * β₁ ^ p) * X ^ p))
      rw [smul_eq_C_mul, derivative_C_mul, derivative_X_pow]
      simp only [map_mul, map_pow, Nat.add_sub_cancel]
      ring
  · change C (c * β₁ ^ 0) * X ^ 0 = C c
    simp

end MuonMassLogarithms
```

```lean
#print axioms MuonMassLogarithms.leading_log_sum
#print axioms MuonMassLogarithms.muon_logarithms
```

```
'MuonMassLogarithms.leading_log_sum' depends on axioms: [propext, Classical.choice, Quot.sound]
'MuonMassLogarithms.muon_logarithms' depends on axioms: [propext, Classical.choice, Quot.sound]
```

## From the power series to the coefficients

`rgEquation_iff` compares coefficients of $x^n$. Mathlib writes the product of two series as a sum over pairs of indices with total $n$, which the proof turns into a sum over $k=0,\dots,n$. The step `key` then removes the two end terms, $k=0$ by `hb` and $k=n$ by the factor $n-k$.

`log_coeff` takes the coefficient of $L^j$ on both sides of the recursion. The derivative supplies the factor $j+1$.

`coeff_eq_zero` is the degree argument, by strong induction on the order. Every term of the sum vanishes by the induction hypothesis, `omega` checks the inequalities between the indices, and the nonzero factor $i+1$ is removed at the end.

In `leading_logarithm` the degree bound is read off from `coeff_eq_zero`. For the coefficient, the sum is split into its first term and the rest, and `hrest` shows that the rest is zero. The cancellation you asked about is the line with `mul_right_cancel₀`: both sides carry the factor $n+1$, and it is nonzero.

`leading_log_sum` takes Mathlib's geometric series, multiplies it by $cx$ and identifies the terms through `leading_logarithm`.

In `next_to_leading`, the inner statement `step` is the two-term recursion, obtained by splitting off $k=1$ and $k=2$. An induction on $n$ then confirms the closed formula directly, without the auxiliary $u_n$. The fact `h3`, that $n+3$ times its reciprocal is 1, absorbs the new term of the harmonic sum.

`muon_logarithms` evaluates these formulas at small $n$. In `rgEquation_witness` the recursion has only its $k=1$ term, and the check reduces to differentiating $c\,\beta_1^{p+1}L^{p+1}$, where $\beta_1$ is the value given to $b_1$. The derivative brings down $p+1$, the same factor that the recursion carries at that order.
